# A real matrix applied to all residuals preserves every two-vector DIIS solution exactly when \(A^{\mathsf T}A\) is a positive multiple of the identity

## Does it matter how I measure the SCF residuals?

If I change how my SCF calculation measures its residuals, should I call the DIIS coefficients unchanged when the same weights stay optimal, or when the formula for them returns the same numbers? My case is a plane-wave calculation in which the long-wavelength components of the density residual get extra weight before Pulay mixing. Every residual in the history is multiplied by the same matrix \(A\), and a zero residual stays zero. A common scale factor obviously cancels. Is any other choice of \(A\) harmless whatever the residuals are?

## For a square matrix, only rotations, reflections and a common scale leave all coefficients unchanged

Take "unchanged" to mean that exactly the same coefficient vectors are optimal before and after the replacement \(r\mapsto Ar\). This reading still makes sense when \(A\) sends two different residuals to the same vector, where the usual quotient for the coefficients has a zero denominator.

With this reading, the harmless matrices are those with \(A^{\mathsf T}A=k\,\mathbb 1\) for some \(k>0\). For square \(A\) this means an orthogonal matrix times the scale \(\sqrt k\), which amounts to a change of axes and of the unit of residual length. Your weighting is not of this kind, so some pairs of residuals get different coefficients. Different does not mean worse: such a weighting is chosen in order to change them.

### Optimal weights leave a residual orthogonal to the difference

Given residuals \(r_0,r_1\), DIIS chooses \(c_0+c_1=1\) to minimize \(|p|^2\), where \(p=c_0r_0+c_1r_1\). Put \(d=r_0-r_1\). Moving weight \(s\) from \(r_1\) to \(r_0\) changes \(p\) to \(p+sd\), and

\[
|p+sd|^2=|p|^2+2s\,p\cdot d+s^2|d|^2 .
\]

This is smallest at \(s=0\) exactly when \(p\cdot d=0\). Since \(p=r_0-c_1d\), distinct residuals have the unique solution

\[
c_1=\frac{r_0\cdot d}{|d|^2},\qquad c_0=1-c_1 .
\]

In particular, \((1,0)\) is optimal exactly when \(r_0\cdot d=0\).

Now suppose that \(A\) preserves the optimal coefficients of every distinct pair. For any \(x\) and any \(y\ne0\), choose \(r_0=x\) and \(r_1=x-y\), so that \(d=y\). Asking whether \((1,0)\) is optimal before and after the replacement gives

\[
(Ax)\cdot(Ay)=0\iff x\cdot y=0 .
\]

Write \(M=A^{\mathsf T}A\), so that \((Ax)\cdot(Ay)=x\cdot My\), and let \(e_i\) be the unit vectors. Three choices of \(x\) and \(y\) determine \(M\) up to a positive factor:

- \(x=e_i,\ y=e_j\) with \(i\ne j\) gives \(M_{ij}=0\).
- \(x=e_i+e_j,\ y=e_i-e_j\) with \(i\neq j\) gives \(M_{ii}-M_{ij}+M_{ji}-M_{jj}=0\), hence \(M_{ii}=M_{jj}\).
- \(x=y=e_i\) gives \(M_{ii}\ne0\), because \(e_i\cdot e_i=1\). As \(M_{ii}=|Ae_i|^2\ge0\), it is positive.

So \(M=k\,\mathbb 1\) with \(k>0\). Conversely, if \(M=k\,\mathbb 1\), then for a history of any finite length

\[
\Bigl|\sum_i c_iAr_i\Bigr|^2=\Bigl|A\sum_i c_ir_i\Bigr|^2=k\Bigl|\sum_i c_ir_i\Bigr|^2 ,
\]

and multiplying every candidate value by the same positive number leaves the minimizers alone.

### The weights in a density-mixing step

A Pulay step forms the overlaps \(B_{ij}=r_i\cdot r_j\), solves for the \(c_i\) under \(\sum_i c_i=1\), and combines the stored densities or Fock matrices with those weights. Density mixing normally also adds a scaled or preconditioned form of the combined residual. Using \(Ar_i\) replaces the overlaps by \(r_i\cdot A^{\mathsf T}A\,r_j\). A plane-wave weight \(w(G)>0\) corresponds to a diagonal \(A\) with entries \(\sqrt{w(G)}\), acting on the independent real components of the residual. It is harmless for all pairs only if \(w\) is constant.

For a two-component example, take residuals \((1,1)\) and \((0,2)\). Their difference \((1,-1)\) is orthogonal to the first, so the coefficients are \((1,0)\). Doubling the second component gives \((1,2)\) and \((0,4)\), with difference \((1,-2)\). Then \(c_1=(1-4)/5=-3/5\) and \(c_0=8/5\): the step now extrapolates where before it kept the first entry alone.

The condition \(k>0\) can't be relaxed to \(k\ge0\). In one dimension take \(A=0\), \(r_0=1\), \(r_1=0\). The only optimal coefficients are \((0,1)\) before the replacement, but every pair summing to one is optimal afterwards.

### The statement in terms of residual vectors

A residual is a function `n → ℝ`, a real vector with components labelled by the finite type `n`. A history `r : ι → n → ℝ` assigns a residual to each label in `ι`; for two vectors the labels are 0 and 1, as above. The symbol `⬝ᵥ` is the ordinary dot product and `A *ᵥ x` is the matrix acting on a vector.

`mixed r c` is the combined residual, not the mixed density or Fock matrix. `IsDIIS r c` says that `c` sums to one and minimizes the squared length of that residual; it describes the choice of coefficients and not the update that follows. `PreservesPairDIIS A` says that, for every pair with `r 0 ≠ r 1`, a vector `c` is optimal for the transformed residuals if and only if it is optimal for the original ones.

The main theorem, `preservesPairDIIS_iff_conformal`, equates this with the existence of `k > 0` such that `Aᵀ * A = k • 1`. The matrix may be rectangular, and invertibility is not assumed. With one residual component the condition just says \(A\ne0\); with none there are no distinct pairs, and both sides hold trivially.

For SCF practice this settles which fixed linear maps of the residuals leave the DIIS coefficients unchanged, for finite real vectors and with all pairs of vectors admitted as residuals. That last condition is where an actual run differs: it produces only certain residuals, and an \(A\) that violates the condition on \(A^{\mathsf T}A\) may happen to leave their coefficients alone. Doubling the second component does nothing to the pair \((1,0),(2,0)\), for instance.

In Lean 4 with Mathlib:

```lean
import Mathlib

open Matrix

namespace DIISResidualMetric

variable {ι m n : Type*} [Fintype ι] [Fintype m] [Fintype n]

/-- The combined residual `∑ cᵢ rᵢ` of a finite history. -/
def mixed (r : ι → n → ℝ) (c : ι → ℝ) : n → ℝ := ∑ i, c i • r i

/-- `c` is a DIIS coefficient vector for the residuals `r`: it sums to one and minimizes the
squared length of the combined residual among all coefficients that sum to one. -/
def IsDIIS (r : ι → n → ℝ) (c : ι → ℝ) : Prop :=
  ∑ i, c i = 1 ∧ ∀ c' : ι → ℝ, ∑ i, c' i = 1 →
    mixed r c ⬝ᵥ mixed r c ≤ mixed r c' ⬝ᵥ mixed r c'

/-- Replacing every residual `r` by `A r` leaves the two-vector DIIS coefficients unchanged,
for every pair of distinct residuals. -/
def PreservesPairDIIS (A : Matrix m n ℝ) : Prop :=
  ∀ r : Fin 2 → n → ℝ, r 0 ≠ r 1 → ∀ c : Fin 2 → ℝ,
    IsDIIS (fun i => A *ᵥ r i) c ↔ IsDIIS r c

private theorem self_nonneg (v : n → ℝ) : 0 ≤ v ⬝ᵥ v := by
  unfold dotProduct
  exact Finset.sum_nonneg fun i _ => mul_self_nonneg _

private theorem self_pos {v : n → ℝ} (hv : v ≠ 0) : 0 < v ⬝ᵥ v := by
  obtain ⟨i, hi⟩ := Function.ne_iff.mp hv
  unfold dotProduct
  exact Finset.sum_pos' (fun j _ => mul_self_nonneg _)
    ⟨i, Finset.mem_univ i, mul_self_pos.mpr hi⟩

private theorem sq_expand (p d : n → ℝ) (s : ℝ) :
    (p + s • d) ⬝ᵥ (p + s • d) = p ⬝ᵥ p + 2 * s * (p ⬝ᵥ d) + s ^ 2 * (d ⬝ᵥ d) := by
  simp only [add_dotProduct, dotProduct_add, smul_dotProduct, dotProduct_smul, smul_eq_mul]
  rw [dotProduct_comm d p]
  ring

omit [Fintype n] in
private theorem mixed_shift (r : Fin 2 → n → ℝ) (c c' : Fin 2 → ℝ) (s : ℝ)
    (h0 : c' 0 = c 0 + s) (h1 : c' 1 = c 1 - s) :
    mixed r c' = mixed r c + s • (r 0 - r 1) := by
  ext j
  simp only [mixed, Fin.sum_univ_two, Pi.add_apply, Pi.smul_apply, Pi.sub_apply,
    smul_eq_mul, h0, h1]
  ring

private theorem slope_zero {g D : ℝ} (hD : 0 ≤ D)
    (key : ∀ s : ℝ, 0 ≤ 2 * s * g + s ^ 2 * D) : g = 0 := by
  obtain ⟨u, hu, hu1⟩ : ∃ u : ℝ, 0 < u ∧ u * (D + 1) = 1 :=
    ⟨(D + 1)⁻¹, by positivity, inv_mul_cancel₀ (by positivity)⟩
  by_contra hg
  have hg' : g ≠ 0 := hg
  have h := key (-(g * u))
  have e : 2 * (-(g * u)) * g + (-(g * u)) ^ 2 * D = -(g ^ 2 * (u * (1 + u))) := by
    linear_combination g ^ 2 * u * hu1
  have hp : 0 < g ^ 2 * (u * (1 + u)) := by positivity
  linarith

/-- Two coefficients are DIIS coefficients exactly when they sum to one and the combined
residual is orthogonal to the difference of the two residuals. -/
theorem isDIIS_pair_iff (r : Fin 2 → n → ℝ) (c : Fin 2 → ℝ) :
    IsDIIS r c ↔ c 0 + c 1 = 1 ∧ mixed r c ⬝ᵥ (r 0 - r 1) = 0 := by
  constructor
  · rintro ⟨h1, hmin⟩
    rw [Fin.sum_univ_two] at h1
    refine ⟨h1, slope_zero (self_nonneg (r 0 - r 1)) fun s => ?_⟩
    -- move weight `s` from the second residual to the first
    have hs : ∑ i, (![c 0 + s, c 1 - s] : Fin 2 → ℝ) i = 1 := by
      rw [Fin.sum_univ_two]
      show c 0 + s + (c 1 - s) = 1
      linarith
    have h := hmin ![c 0 + s, c 1 - s] hs
    rw [mixed_shift r c ![c 0 + s, c 1 - s] s rfl rfl, sq_expand] at h
    linarith
  · rintro ⟨h1, hg⟩
    refine ⟨by rw [Fin.sum_univ_two]; exact h1, fun c' hc' => ?_⟩
    rw [Fin.sum_univ_two] at hc'
    rw [mixed_shift r c c' (c' 0 - c 0) (by ring) (by linarith), sq_expand, hg]
    nlinarith [mul_nonneg (sq_nonneg (c' 0 - c 0)) (self_nonneg (r 0 - r 1))]

/-- For two distinct residuals the DIIS coefficients exist, are unique, and are given by
the projection of the first residual on the difference of the two. -/
theorem isDIIS_pair_closed_form (r : Fin 2 → n → ℝ) (hr : r 0 ≠ r 1) (c : Fin 2 → ℝ) :
    IsDIIS r c ↔ c 0 = 1 - c 1 ∧
      c 1 = (r 0 ⬝ᵥ (r 0 - r 1)) / ((r 0 - r 1) ⬝ᵥ (r 0 - r 1)) := by
  have hD := (self_pos (sub_ne_zero.mpr hr)).ne'
  have e : c 0 + c 1 = 1 → mixed r c ⬝ᵥ (r 0 - r 1)
      = r 0 ⬝ᵥ (r 0 - r 1) - c 1 * ((r 0 - r 1) ⬝ᵥ (r 0 - r 1)) := by
    intro h
    have hm : mixed r c = r 0 - c 1 • (r 0 - r 1) := by
      ext j
      simp only [mixed, Fin.sum_univ_two, Pi.add_apply, Pi.smul_apply, Pi.sub_apply,
        smul_eq_mul]
      linear_combination r 0 j * h
    rw [hm, sub_dotProduct, smul_dotProduct, smul_eq_mul]
  rw [isDIIS_pair_iff, eq_div_iff hD]
  constructor
  · rintro ⟨h, hg⟩
    rw [e h] at hg
    exact ⟨by linarith, by linarith⟩
  · rintro ⟨h, hg⟩
    have h' : c 0 + c 1 = 1 := by linarith
    exact ⟨h', by rw [e h']; linarith⟩

private theorem isDIIS_first (r : Fin 2 → n → ℝ) :
    IsDIIS r ![1, 0] ↔ r 0 ⬝ᵥ (r 0 - r 1) = 0 := by
  rw [isDIIS_pair_iff]
  simp [mixed, Fin.sum_univ_two]

private theorem dot_image (A : Matrix m n ℝ) (x y : n → ℝ) :
    (A *ᵥ x) ⬝ᵥ (A *ᵥ y) = x ⬝ᵥ ((Aᵀ * A) *ᵥ y) := by
  rw [← Matrix.mulVec_mulVec, Matrix.dotProduct_mulVec x, Matrix.vecMul_transpose]

omit [Fintype m] in
private theorem mixed_map (A : Matrix m n ℝ) (r : ι → n → ℝ) (c : ι → ℝ) :
    mixed (fun i => A *ᵥ r i) c = A *ᵥ mixed r c := by
  unfold mixed
  rw [← Matrix.mulVecLin_apply A (∑ i, c i • r i), map_sum]
  simp only [map_smul, Matrix.mulVecLin_apply]

/-- If `AᵀA` is a positive multiple of the identity, replacing `r` by `A r` leaves the DIIS
coefficients of every finite history unchanged. -/
theorem isDIIS_of_conformal [DecidableEq n] (A : Matrix m n ℝ) {k : ℝ} (hk : 0 < k)
    (hA : Aᵀ * A = k • (1 : Matrix n n ℝ)) (r : ι → n → ℝ) (c : ι → ℝ) :
    IsDIIS (fun i => A *ᵥ r i) c ↔ IsDIIS r c := by
  -- all squared lengths are multiplied by the same factor
  have h : ∀ x : n → ℝ, (A *ᵥ x) ⬝ᵥ (A *ᵥ x) = k * (x ⬝ᵥ x) := fun x => by
    rw [dot_image, hA, Matrix.smul_mulVec, Matrix.one_mulVec, dotProduct_smul, smul_eq_mul]
  unfold IsDIIS
  refine and_congr Iff.rfl (forall_congr' fun c' => imp_congr Iff.rfl ?_)
  rw [mixed_map A r c, mixed_map A r c', h (mixed r c), h (mixed r c')]
  exact ⟨fun q => le_of_mul_le_mul_left q hk, fun q => mul_le_mul_of_nonneg_left q hk.le⟩

/-- If `A` preserves all two-vector DIIS coefficients, then `A x` and `A y` are orthogonal
exactly when `x` and `y` are, for every nonzero `y`. -/
theorem orthogonal_iff_of_preserves {A : Matrix m n ℝ} (hA : PreservesPairDIIS A)
    (x : n → ℝ) {y : n → ℝ} (hy : y ≠ 0) :
    (A *ᵥ x) ⬝ᵥ (A *ᵥ y) = 0 ↔ x ⬝ᵥ y = 0 := by
  have hne : x ≠ x - y := fun e => hy <| by
    calc y = x - (x - y) := (sub_sub_cancel x y).symm
      _ = 0 := sub_eq_zero.mpr e
  -- residuals `x` and `x - y`, with all weight on the first
  have h := hA ![x, x - y] hne ![1, 0]
  rw [isDIIS_first, isDIIS_first] at h
  have h' : (A *ᵥ x) ⬝ᵥ (A *ᵥ x - A *ᵥ (x - y)) = 0 ↔ x ⬝ᵥ (x - (x - y)) = 0 := h
  rwa [← Matrix.mulVec_sub, sub_sub_cancel] at h'

/-- Replacing residuals `r` by `A r` leaves the two-vector DIIS coefficients unchanged for
every pair of distinct residuals if and only if `AᵀA` is a positive multiple of the identity. -/
theorem preservesPairDIIS_iff_conformal [DecidableEq n] (A : Matrix m n ℝ) :
    PreservesPairDIIS A ↔ ∃ k : ℝ, 0 < k ∧ Aᵀ * A = k • (1 : Matrix n n ℝ) := by
  constructor
  · intro hA
    rcases isEmpty_or_nonempty n with hn | ⟨⟨a⟩⟩
    · exact ⟨1, one_pos, by ext i; exact isEmptyElim i⟩
    let e : n → n → ℝ := fun i => Pi.single i 1
    have hM : ∀ i j, (A *ᵥ e i) ⬝ᵥ (A *ᵥ e j) = (Aᵀ * A) i j := fun i j => by
      rw [dot_image]
      simp [e]
    have hdot : ∀ i j, e i ⬝ᵥ e j = if i = j then 1 else 0 := fun i j => by
      simp only [e]
      rw [single_dotProduct, one_mul, Pi.single_apply]
    have he : ∀ i, e i ≠ 0 := fun i h => by
      have h1 := hdot i i
      rw [h] at h1
      simp at h1
    -- orthogonal axes stay orthogonal
    have hoff : ∀ i j, i ≠ j → (Aᵀ * A) i j = 0 := fun i j hij => by
      rw [← hM]
      exact (orthogonal_iff_of_preserves hA (e i) (he j)).mpr (by rw [hdot, if_neg hij])
    -- orthogonal diagonals of a square stay orthogonal, so all axes scale alike
    have hdiag : ∀ i j, i ≠ j → (Aᵀ * A) i i = (Aᵀ * A) j j := fun i j hij => by
      have hne : e i - e j ≠ 0 := fun h => by
        have h1 := congrFun h i
        simp [e, hij] at h1
      have h := (orthogonal_iff_of_preserves hA (e i + e j) hne).mpr (by
        simp only [add_dotProduct, dotProduct_sub, hdot]
        simp [hij, hij.symm])
      simp only [Matrix.mulVec_add, Matrix.mulVec_sub, add_dotProduct, dotProduct_sub,
        hM] at h
      linarith [hoff i j hij, hoff j i hij.symm]
    refine ⟨(Aᵀ * A) a a, ?_, ?_⟩
    · rw [← hM]
      refine lt_of_le_of_ne (self_nonneg _) fun h => ?_
      have h1 := (orthogonal_iff_of_preserves hA (e a) (he a)).mp h.symm
      rw [hdot, if_pos rfl] at h1
      exact one_ne_zero h1
    · ext i j
      rw [Matrix.smul_apply, smul_eq_mul]
      by_cases hij : i = j
      · subst hij
        rw [Matrix.one_apply_eq, mul_one]
        by_cases hia : i = a
        · rw [hia]
        · exact hdiag i a hia
      · rw [Matrix.one_apply_ne hij, mul_zero, hoff i j hij]
  · rintro ⟨k, hk, hA⟩ r _ c
    exact isDIIS_of_conformal A hk hA r c

/-- If `A` preserves the DIIS coefficients of every pair of distinct residuals, it preserves
those of every finite history. -/
theorem preserves_all_histories {A : Matrix m n ℝ} (hA : PreservesPairDIIS A)
    (r : ι → n → ℝ) (c : ι → ℝ) :
    IsDIIS (fun i => A *ᵥ r i) c ↔ IsDIIS r c := by
  classical
  obtain ⟨k, hk, h⟩ := (preservesPairDIIS_iff_conformal A).mp hA
  exact isDIIS_of_conformal A hk h r c

/-- `(1, 0)` is a DIIS coefficient vector for the residuals `(1, 1)` and `(0, 2)`, and `(8/5, -3/5)`
is one after the second component of both residuals is doubled. -/
theorem anisotropic_scaling_changes_weights :
    IsDIIS (![![1, 1], ![0, 2]] : Fin 2 → Fin 2 → ℝ) ![1, 0] ∧
    IsDIIS (fun i => (!![1, 0; 0, 2] : Matrix (Fin 2) (Fin 2) ℝ) *ᵥ
      (![![1, 1], ![0, 2]] : Fin 2 → Fin 2 → ℝ) i) ![8 / 5, -3 / 5] := by
  constructor <;> rw [isDIIS_pair_iff] <;> constructor <;>
    norm_num [mixed, Fin.sum_univ_two, dotProduct, Matrix.mulVec]

end DIISResidualMetric
```

```lean
#print axioms DIISResidualMetric.isDIIS_pair_closed_form
#print axioms DIISResidualMetric.preservesPairDIIS_iff_conformal
#print axioms DIISResidualMetric.preserves_all_histories
#print axioms DIISResidualMetric.anisotropic_scaling_changes_weights
```

```
'DIISResidualMetric.isDIIS_pair_closed_form' depends on axioms: [propext, Classical.choice, Quot.sound]
'DIISResidualMetric.preservesPairDIIS_iff_conformal' depends on axioms: [propext, Classical.choice, Quot.sound]
'DIISResidualMetric.preserves_all_histories' depends on axioms: [propext, Classical.choice, Quot.sound]
'DIISResidualMetric.anisotropic_scaling_changes_weights' depends on axioms: [propext, Classical.choice, Quot.sound]
```

### From the quadratic in \(s\) to the entries of \(A^{\mathsf T}A\)

`sq_expand` is the expansion of \(|p+sd|^2\), and `mixed_shift` says that moving weight \(s\) adds \(sd\) to the combined residual. `slope_zero` replaces differentiation: if \(2sg+s^2D\ge0\) for all \(s\), with \(D\ge0\), then \(g=0\). It inserts \(s=-g/(D+1)\), which makes the expression negative unless \(g=0\) and also works for \(D=0\).

These lemmas give `isDIIS_pair_iff`, the orthogonality criterion, which holds for coinciding residuals too. That matters because \(Ar_0\) and \(Ar_1\) might coincide. For distinct residuals, `isDIIS_pair_closed_form` supplies the quotient, using `self_pos` to know that \(|d|^2\) is nonzero.

`isDIIS_first` specializes the criterion to the coefficients \((1,0)\). `orthogonal_iff_of_preserves` applies it to the pair `![x, x - y]`, as in the derivation, and obtains the equivalence of the two orthogonality relations.

In the main theorem, `dot_image` turns dot products of transformed vectors into expressions in \(A^{\mathsf T}A\), and `hM` reads off its entries. The step `hoff` uses two different axes to show that off-diagonal entries vanish; `hdiag` uses the sum and difference of two axes to show that diagonal entries agree. With no residual components the proof takes \(k=1\). Otherwise it takes \(k\) to be one diagonal entry, shows that it is positive by testing an axis against itself, and then compares the matrices entry by entry.

The converse is `isDIIS_of_conformal`. It pulls \(A\) out of the sum with `mixed_map` and cancels \(k\) from the inequality between squared lengths. Since this works for any finite history, combining it with the main theorem gives `preserves_all_histories`: invariance for all distinct pairs already implies invariance for longer histories. Finally, `anisotropic_scaling_changes_weights` checks the two-component example by evaluating the orthogonality criterion before and after the scaling.
